# Real bath weights at fixed distinct energies: the least-squares fit is unique exactly when levels number at most twice the distinct positive frequencies

Fix $M$ distinct real bath energies $e_k$, $N$ distinct frequencies $\omega_n>0$ and fit weights $W_n>0$. For any complex data $D_n$, the cost

$$C(x)=\sum_n W_n\,|D_n-\Delta_x(\omega_n)|^2,\qquad \Delta_x(\omega)=\sum_k\frac{x_k}{i\omega-e_k},$$

has exactly one minimizer $x\in\mathbb R^M$ if and only if $M\le 2N$. This is a simplified form of the bath fit in exact-diagonalization DMFT, for a single orbital: the energies are held fixed and the constraint $x_k=|V_k|^2\ge0$ is dropped. Optimizing the $e_k$ as well is a different, nonlinear problem.

## The model

In Lean 4 with Mathlib:

```lean
import Mathlib

open ComplexConjugate

namespace BathFit

noncomputable section

variable {M N : ℕ}
```

`bathHyb e x w` is $\Delta_x(\omega)$. Physically $x_k=|V_k|^2$ is a squared hybridization amplitude, but here $x_k$ may be any real number.

```lean
/-- Hybridization function of a discrete bath with energies `e` and weights `x`,
at the imaginary frequency `i w`. -/
def bathHyb (e x : Fin M → ℝ) (w : ℝ) : ℂ :=
  ∑ k, (x k : ℂ) / (Complex.I * (w : ℂ) - (e k : ℂ))
```

`fitCost` is $C(x)$. The frequencies `w` need not be Matsubara frequencies.

```lean
/-- Weighted squared misfit between the data `D` and the bath hybridization function. -/
def fitCost (W w : Fin N → ℝ) (D : Fin N → ℂ) (e x : Fin M → ℝ) : ℝ :=
  ∑ n, W n * ‖D n - bathHyb e x (w n)‖ ^ 2
```

`IsBestFit` means a global minimum over all real weight vectors.

```lean
/-- The bath weights `x` minimize the misfit among all real weight vectors. -/
def IsBestFit (W w : Fin N → ℝ) (D : Fin N → ℂ) (e x : Fin M → ℝ) : Prop :=
  ∀ y : Fin M → ℝ, fitCost W w D e x ≤ fitCost W w D e y
```

For a function $r_n$ on the grid, `bathOverlap` is
$$B_k(r)=\sum_n W_n\,\mathrm{Re}\!\left[\overline{\frac{1}{i\omega_n-e_k}}\;r_n\right].$$

```lean
/-- Weighted real overlap of a function `r` on the frequency grid with the pole of bath
level `k`. -/
def bathOverlap (W w : Fin N → ℝ) (e : Fin M → ℝ) (r : Fin N → ℂ) (k : Fin M) : ℝ :=
  ∑ n, W n * (conj (1 / (Complex.I * (w n : ℂ) - (e k : ℂ))) * r n).re
```

## Problems

**(a)** Show that $\Delta_{x+y}=\Delta_x+\Delta_y$.

Split each numerator $x_k+y_k$ and sum.

```lean
/-- The hybridization function is additive in the bath weights. -/
theorem bathHyb_add (e x y : Fin M → ℝ) (w : ℝ) :
    bathHyb e (x + y) w = bathHyb e x w + bathHyb e y w := by
  simp only [bathHyb, Pi.add_apply, Complex.ofReal_add, add_div, Finset.sum_add_distrib]
```

**(b)** Show that $\Delta_{tx}=t\,\Delta_x$ for real $t$.

The factor $t$ comes out of every term.

```lean
/-- Scaling all bath weights by a real factor scales the hybridization function. -/
theorem bathHyb_smul (e x : Fin M → ℝ) (t w : ℝ) :
    bathHyb e (t • x) w = (t : ℂ) * bathHyb e x w := by
  simp only [bathHyb, Pi.smul_apply, smul_eq_mul, Complex.ofReal_mul, Finset.mul_sum,
    mul_div_assoc]
```

**(c)** Show that $\Delta_x(-\omega)=\overline{\Delta_x(\omega)}$.

Since $x_k$ and $e_k$ are real, conjugation only turns $i\omega$ into $-i\omega$.

```lean
/-- For real bath weights, reversing the imaginary frequency conjugates the hybridization
function. -/
theorem bathHyb_neg (e x : Fin M → ℝ) (w : ℝ) :
    bathHyb e x (-w) = conj (bathHyb e x w) := by
  simp only [bathHyb, map_sum, map_div₀, map_sub, map_mul, Complex.conj_I,
    Complex.conj_ofReal, Complex.ofReal_neg, mul_neg, neg_mul]
```

**(d)** Let $M\le 2N$ and $\Delta_x(\omega_n)=0$ for all $n$. Show that $x=0$.

If $M=0$ there is nothing to prove. Otherwise, by (c), $\Delta_x$ vanishes at the $2N$ distinct nonzero points $u=\pm\omega_n$. Clear denominators:
$$P(z)=\sum_k x_k\prod_{j\ne k}(z-e_j),\qquad P(iu)=\Delta_x(u)\prod_j(iu-e_j)=0.$$
No factor $iu-e_j$ is zero, because its imaginary part is $u$. The degree of $P$ is at most $M-1<2N$, so $P=0$. At $z=e_k$ only one term survives, $0=x_k\prod_{j\neq k}(e_k-e_j)$, and distinct energies give $x_k=0$.

In the code, `u` lists the mirrored frequencies, `hroot` gives the zeros and `hdeg` the degree bound.

```lean
/-- A bath of `M ≤ 2N` distinct levels whose hybridization function vanishes at `N` distinct
positive frequencies has all its real weights equal to zero. -/
theorem weights_eq_zero {e x : Fin M → ℝ} {w : Fin N → ℝ} (he : Function.Injective e)
    (hw : Function.Injective w) (hpos : ∀ n, 0 < w n) (hMN : M ≤ 2 * N)
    (h : ∀ n, bathHyb e x (w n) = 0) : x = 0 := by
  -- the mirrored frequencies double the number of zeros
  obtain ⟨u, hinj, hne, hzero⟩ : ∃ u : Fin N ⊕ Fin N → ℝ, Function.Injective u ∧
      (∀ s, u s ≠ 0) ∧ ∀ s, bathHyb e x (u s) = 0 := by
    refine ⟨Sum.elim w (fun n => -w n), ?_, ?_, ?_⟩
    · rintro (a | a) (b | b) hab
      · exact congrArg Sum.inl (hw hab)
      · have h1 : w a = -w b := hab
        exfalso
        linarith [hpos a, hpos b]
      · have h1 : -w a = w b := hab
        exfalso
        linarith [hpos a, hpos b]
      · have h1 : -w a = -w b := hab
        exact congrArg Sum.inr (hw (neg_injective h1))
    · rintro (a | a)
      · exact (hpos a).ne'
      · exact neg_ne_zero.mpr (hpos a).ne'
    · rintro (a | a)
      · exact h a
      · change bathHyb e x (-w a) = 0
        rw [bathHyb_neg, h a, map_zero]
  -- the numerator polynomial after clearing denominators
  obtain ⟨P, hP⟩ : ∃ P : Polynomial ℂ, P = ∑ k, Polynomial.C (x k : ℂ) *
      ∏ j ∈ Finset.univ.erase k, (Polynomial.X - Polynomial.C (e j : ℂ)) := ⟨_, rfl⟩
  have heval : ∀ z : ℂ, P.eval z =
      ∑ k, (x k : ℂ) * ∏ j ∈ Finset.univ.erase k, (z - (e j : ℂ)) := by
    intro z
    rw [hP]
    simp only [Polynomial.eval_finsetSum, Polynomial.eval_mul, Polynomial.eval_C,
      Polynomial.eval_prod, Polynomial.eval_sub, Polynomial.eval_X]
  have hroot : ∀ s, P.eval (Complex.I * (u s : ℂ)) = 0 := by
    intro s
    have hz : ∀ j, Complex.I * (u s : ℂ) - (e j : ℂ) ≠ 0 := by
      intro j h0
      have h1 := congrArg Complex.im h0
      simp at h1
      exact hne s h1
    have h2 : P.eval (Complex.I * (u s : ℂ)) =
        (∏ j, (Complex.I * (u s : ℂ) - (e j : ℂ))) * bathHyb e x (u s) := by
      rw [heval, bathHyb, Finset.mul_sum]
      refine Finset.sum_congr rfl fun k _ => ?_
      have hprod := Finset.mul_prod_erase Finset.univ
        (fun j => Complex.I * (u s : ℂ) - (e j : ℂ)) (Finset.mem_univ k)
      beta_reduce at hprod
      rw [← hprod, mul_div_assoc', eq_div_iff (hz k)]
      ring
    rw [h2, hzero s, mul_zero]
  funext k
  have hdeg : P.natDegree ≤ M - 1 := by
    rw [hP]
    refine Polynomial.natDegree_sum_le_of_forall_le _ _ fun i _ => ?_
    refine (Polynomial.natDegree_C_mul_le _ _).trans ?_
    refine (Polynomial.natDegree_prod_le _ _).trans ?_
    simp [Finset.card_erase_of_mem]
  have hP0 : P = 0 := by
    refine Polynomial.eq_zero_of_natDegree_lt_card_of_eval_eq_zero P
      (f := fun s => Complex.I * (u s : ℂ)) ?_ hroot ?_
    · intro a b hab
      have hab' : Complex.I * (u a : ℂ) = Complex.I * (u b : ℂ) := hab
      exact hinj (Complex.ofReal_injective (mul_left_cancel₀ Complex.I_ne_zero hab'))
    · have hk := k.isLt
      simp only [Fintype.card_sum, Fintype.card_fin]
      omega
  -- at a bath energy only the term of that level survives
  have h3 := heval (e k : ℂ)
  rw [hP0, Polynomial.eval_zero, Finset.sum_eq_single k
    (fun j _ hj => by
      rw [Finset.prod_eq_zero (Finset.mem_erase.2 ⟨hj.symm, Finset.mem_univ k⟩)
        (sub_self _), mul_zero])
    (fun hk => absurd (Finset.mem_univ k) hk)] at h3
  rcases mul_eq_zero.1 h3.symm with h4 | h4
  · exact Complex.ofReal_eq_zero.1 h4
  · obtain ⟨j, hj, hj0⟩ := Finset.prod_eq_zero_iff.1 h4
    exact absurd (he (Complex.ofReal_injective (sub_eq_zero.1 hj0))).symm
      (Finset.mem_erase.1 hj).1
```

**(e)** Show that $\sum_k v_kB_k(r)=\sum_n W_n\,\mathrm{Re}[\overline{\Delta_v(\omega_n)}\,r_n]$.

Exchange the sums and take the real $v_k$ inside the real part.

```lean
/-- Summing the pole overlaps of `r`, each multiplied by the bath weight `v k`, gives the weighted
real overlap of `r` with the hybridization function of `v`. -/
theorem sum_mul_bathOverlap (W w : Fin N → ℝ) (e v : Fin M → ℝ) (r : Fin N → ℂ) :
    ∑ k, v k * bathOverlap W w e r k =
      ∑ n, W n * (conj (bathHyb e v (w n)) * r n).re := by
  simp only [bathOverlap, Finset.mul_sum]
  rw [Finset.sum_comm]
  refine Finset.sum_congr rfl fun n _ => ?_
  rw [bathHyb, map_sum, Finset.sum_mul, Complex.re_sum, Finset.mul_sum]
  refine Finset.sum_congr rfl fun k _ => ?_
  rw [div_eq_mul_one_div (v k : ℂ), map_mul, Complex.conj_ofReal, mul_assoc,
    Complex.re_ofReal_mul]
  ring
```

**(f)** Expand $C(x+v)$.

With $r_n=D_n-\Delta_x(\omega_n)$, part (a) makes the new residual $r_n-\Delta_v(\omega_n)$. Expanding its squared modulus and using (e),
$$C(x+v)=C(x)-2\sum_k v_kB_k(r)+\sum_n W_n|\Delta_v(\omega_n)|^2.$$

```lean
/-- Exact expansion of the misfit when the bath weights change from `x` to `x + v`. -/
theorem fitCost_add (W w : Fin N → ℝ) (D : Fin N → ℂ) (e x v : Fin M → ℝ) :
    fitCost W w D e (x + v) = fitCost W w D e x
      - 2 * ∑ k, v k * bathOverlap W w e (fun n => D n - bathHyb e x (w n)) k
      + ∑ n, W n * ‖bathHyb e v (w n)‖ ^ 2 := by
  rw [sum_mul_bathOverlap, fitCost, fitCost, Finset.mul_sum, ← Finset.sum_sub_distrib,
    ← Finset.sum_add_distrib]
  refine Finset.sum_congr rfl fun n _ => ?_
  rw [bathHyb_add]
  simp only [Complex.sq_norm, Complex.normSq_apply, Complex.sub_re, Complex.sub_im,
    Complex.add_re, Complex.add_im, Complex.mul_re, Complex.conj_re, Complex.conj_im]
  ring
```

**(g)** For $W_n\ge0$, show that $x$ is a best fit exactly when $B_k(r)=0$ for all $k$.

If all $B_k(r)$ vanish, (f) leaves only a nonnegative term. Conversely, let $x$ be a best fit and put $g_k=B_k(r)$, $v=tg$. Then
$$0\le t^2\sum_n W_n|\Delta_g(\omega_n)|^2-2t\sum_k g_k^2\quad\text{for all real }t.$$
The discriminant $4(\sum_k g_k^2)^2$ cannot be positive, so $g=0$.

The complex overlap need not vanish: real variations of $x$ test only its real part.

```lean
/-- Normal equations: for nonnegative fit weights, bath weights are a best fit exactly when the
residual has zero weighted real overlap with the pole of every bath level. -/
theorem isBestFit_iff_normal {W : Fin N → ℝ} (hW : ∀ n, 0 ≤ W n) (w : Fin N → ℝ)
    (D : Fin N → ℂ) (e x : Fin M → ℝ) :
    IsBestFit W w D e x ↔
      ∀ k, bathOverlap W w e (fun n => D n - bathHyb e x (w n)) k = 0 := by
  constructor
  · intro h
    obtain ⟨g, hg⟩ : ∃ g : Fin M → ℝ,
        g = bathOverlap W w e (fun n => D n - bathHyb e x (w n)) := ⟨_, rfl⟩
    -- move along the gradient by an arbitrary step t
    have key : ∀ t : ℝ, 0 ≤ (∑ n, W n * ‖bathHyb e g (w n)‖ ^ 2) * (t * t)
        + (-2 * ∑ k, g k * g k) * t + 0 := by
      intro t
      have h1 := h (x + t • g)
      rw [fitCost_add, ← hg] at h1
      have h2 : ∑ k, (t • g) k * g k = t * ∑ k, g k * g k := by
        simp only [Pi.smul_apply, smul_eq_mul, Finset.mul_sum, mul_assoc]
      have h3 : ∑ n, W n * ‖bathHyb e (t • g) (w n)‖ ^ 2 =
          (∑ n, W n * ‖bathHyb e g (w n)‖ ^ 2) * (t * t) := by
        rw [Finset.sum_mul]
        refine Finset.sum_congr rfl fun n _ => ?_
        rw [bathHyb_smul, norm_mul, Complex.norm_real, Real.norm_eq_abs, mul_pow, sq_abs]
        ring
      rw [h2, h3] at h1
      linarith
    have h4 := discrim_le_zero key
    rw [discrim] at h4
    have h5 : (∑ k, g k * g k) ^ 2 ≤ 0 := by linarith
    have h6 : ∑ k, g k * g k = 0 :=
      (pow_eq_zero_iff two_ne_zero).1 (le_antisymm h5 (sq_nonneg _))
    intro k
    rw [← hg]
    exact mul_self_eq_zero.1 ((Finset.sum_eq_zero_iff_of_nonneg
      (fun i _ => mul_self_nonneg (g i))).1 h6 k (Finset.mem_univ k))
  · intro h y
    have h1 := fitCost_add W w D e x (y - x)
    simp only [h, mul_zero, Finset.sum_const_zero, sub_zero, add_sub_cancel] at h1
    rw [h1]
    exact le_add_of_nonneg_right
      (Finset.sum_nonneg fun n _ => mul_nonneg (hW n) (sq_nonneg _))
```

**(h)** Prove the equivalence stated at the start.

*Uniqueness implies $M\le2N$.* If $\Delta_v$ vanishes on the grid, $x+v$ fits as well as $x$, so $v=0$. The real-linear map $v\mapsto(\Delta_v(\omega_n))_n$ (`L`) is therefore injective from $\mathbb R^M$ to $\mathbb C^N$, which has real dimension $2N$.

*$M\le2N$ implies existence and uniqueness.* Let $(Tv)_k=B_k(\Delta_v)$. By (e), $\sum_k v_k(Tv)_k=\sum_n W_n|\Delta_v(\omega_n)|^2$, so $Tv=0$ forces $v=0$ by (d). An injective linear map on $\mathbb R^M$ is surjective; solve $(Tx)_k=B_k(D)$, which is the condition in (g). If $y$ is another minimizer, (f) with $v=y-x$ makes the quadratic term zero, and $y=x$ by (d).

Uniqueness does not make the fit well conditioned: when two energies nearly coincide, noise in $D_n$ can be amplified in the fitted weights $x_k$ by an arbitrarily large factor.

```lean
/-- With `M` distinct bath energies, `N` distinct positive frequencies and positive fit
weights, the fixed-energy bath fit has exactly one minimizer if and only if `M ≤ 2N`. -/
theorem existsUnique_bestFit_iff {W w : Fin N → ℝ} {e : Fin M → ℝ}
    (he : Function.Injective e) (hw : Function.Injective w) (hpos : ∀ n, 0 < w n)
    (hW : ∀ n, 0 < W n) (D : Fin N → ℂ) :
    (∃! x : Fin M → ℝ, IsBestFit W w D e x) ↔ M ≤ 2 * N := by
  constructor
  · rintro ⟨x, hx, huniq⟩
    let L : (Fin M → ℝ) →ₗ[ℝ] (Fin N → ℂ) :=
      { toFun := fun v n => bathHyb e v (w n)
        map_add' := fun a b => funext fun n => bathHyb_add e a b (w n)
        map_smul' := fun t a => funext fun n => by
          simp [bathHyb_smul] }
    -- a weight change invisible in the data would give a second minimizer
    have hL : Function.Injective L := by
      refine (injective_iff_map_eq_zero L).2 fun v hv => ?_
      have hv' : ∀ n, bathHyb e v (w n) = 0 := fun n => congrFun hv n
      have hbest : IsBestFit W w D e (x + v) := by
        intro y
        have h1 : fitCost W w D e (x + v) = fitCost W w D e x := by
          simp only [fitCost, bathHyb_add, hv', add_zero]
        rw [h1]
        exact hx y
      exact add_eq_left.1 (huniq _ hbest)
    have h2 := LinearMap.finrank_le_finrank_of_injective hL
    rw [Module.finrank_pi_fintype ℝ (M := fun _ : Fin N => ℂ)] at h2
    simp [Complex.finrank_real_complex] at h2
    omega
  · intro hMN
    -- a vanishing quadratic term forces vanishing weights
    have hdef : ∀ v : Fin M → ℝ, ∑ n, W n * ‖bathHyb e v (w n)‖ ^ 2 ≤ 0 → v = 0 := by
      intro v hv
      have hnn : ∀ n ∈ Finset.univ, 0 ≤ W n * ‖bathHyb e v (w n)‖ ^ 2 :=
        fun n _ => mul_nonneg (hW n).le (sq_nonneg _)
      have h0 := (Finset.sum_eq_zero_iff_of_nonneg hnn).1
        (le_antisymm hv (Finset.sum_nonneg hnn))
      refine weights_eq_zero he hw hpos hMN fun n => ?_
      have h1 := (mul_eq_zero.1 (h0 n (Finset.mem_univ n))).resolve_left (hW n).ne'
      exact norm_eq_zero.1 ((pow_eq_zero_iff two_ne_zero).1 h1)
    let T : (Fin M → ℝ) →ₗ[ℝ] (Fin M → ℝ) :=
      { toFun := fun v => bathOverlap W w e (fun n => bathHyb e v (w n))
        map_add' := fun a b => funext fun k => by
          simp only [bathOverlap, bathHyb_add, mul_add, Complex.add_re,
            Finset.sum_add_distrib, Pi.add_apply]
        map_smul' := fun t a => funext fun k => by
          simp only [bathOverlap, bathHyb_smul, Pi.smul_apply, smul_eq_mul,
            RingHom.id_apply, Finset.mul_sum]
          refine Finset.sum_congr rfl fun n _ => ?_
          rw [mul_left_comm, Complex.re_ofReal_mul]
          ring }
    have hT : Function.Injective T := by
      refine (injective_iff_map_eq_zero T).2 fun v hv => hdef v (le_of_eq ?_)
      have hv' : ∀ k, bathOverlap W w e (fun n => bathHyb e v (w n)) k = 0 :=
        fun k => congrFun hv k
      have h1 := sum_mul_bathOverlap W w e v (fun n => bathHyb e v (w n))
      simp only [hv', mul_zero, Finset.sum_const_zero] at h1
      rw [h1]
      refine Finset.sum_congr rfl fun n _ => ?_
      simp only [Complex.sq_norm, Complex.normSq_apply, Complex.mul_re, Complex.conj_re,
        Complex.conj_im]
      ring
    -- solve the normal equations
    obtain ⟨x, hx⟩ := LinearMap.injective_iff_surjective.1 hT (bathOverlap W w e D)
    have hnormal : ∀ k, bathOverlap W w e (fun n => D n - bathHyb e x (w n)) k = 0 := by
      intro k
      have h1 : bathOverlap W w e (fun n => bathHyb e x (w n)) k = bathOverlap W w e D k :=
        congrFun hx k
      simp only [bathOverlap] at h1 ⊢
      simp only [mul_sub, Complex.sub_re, Finset.sum_sub_distrib]
      exact sub_eq_zero.2 h1.symm
    refine ⟨x, (isBestFit_iff_normal (fun n => (hW n).le) w D e x).2 hnormal, ?_⟩
    intro y hy
    have h1 := fitCost_add W w D e x (y - x)
    simp only [hnormal, mul_zero, Finset.sum_const_zero, sub_zero, add_sub_cancel] at h1
    have h2 := hy x
    exact sub_eq_zero.1 (hdef (y - x) (by linarith))
```

**(i)** Let $M\le2N$ and $D_n=\Delta_{x_0}(\omega_n)$. Show that $x_0$ is the only best fit.

Its residual is zero, so (g) makes it a best fit, and (h) excludes any other.

```lean
/-- Let the `N` frequencies be distinct and positive and the fit weights positive. If the data come
from a bath with the same `M ≤ 2N` distinct energies and weights `x₀`, the best fit is `x₀` and
nothing else. -/
theorem isBestFit_exact_data_iff {W w : Fin N → ℝ} {e : Fin M → ℝ}
    (he : Function.Injective e) (hw : Function.Injective w) (hpos : ∀ n, 0 < w n)
    (hW : ∀ n, 0 < W n) (hMN : M ≤ 2 * N) (x₀ x : Fin M → ℝ) :
    IsBestFit W w (fun n => bathHyb e x₀ (w n)) e x ↔ x = x₀ := by
  have h0 : IsBestFit W w (fun n => bathHyb e x₀ (w n)) e x₀ :=
    (isBestFit_iff_normal (fun n => (hW n).le) w _ e x₀).2 fun k => by simp [bathOverlap]
  constructor
  · intro h
    exact ((existsUnique_bestFit_iff he hw hpos hW _).2 hMN).unique h h0
  · intro h
    rw [h]
    exact h0

end

end BathFit
```

```lean
#print axioms BathFit.existsUnique_bestFit_iff
-- 'BathFit.existsUnique_bestFit_iff' depends on axioms: [propext, Classical.choice, Quot.sound]
#print axioms BathFit.isBestFit_exact_data_iff
-- 'BathFit.isBestFit_exact_data_iff' depends on axioms: [propext, Classical.choice, Quot.sound]
```

## Nonnegative weights

The model could have required $x_k\ge0$, as $x_k=|V_k|^2$ suggests. The conditions in (g) would then become inequalities at levels with $x_k=0$, and $M\le2N$ would no longer be necessary for every data set (it stays necessary for data generated by strictly positive weights at the same energies): for $D=0$ and $N\ge1$ the only best fit is $x=0$, because at $\omega=\omega_n>0$ and $x_k\ge0$ the imaginary part of $\Delta_x(\omega)$, $-\omega\sum_k x_k/(\omega^2+e_k^2)$ , vanishes only at $x=0$, however large $M$ is.
